# For positive definite $G$, the matrix $G-a\,ff^{T}$ is positive semidefinite exactly when $a\langle f,G^{-1}f\rangle\le 1$

Let $G$ be a positive definite real matrix of two-electron integrals over orbital pairs, $f$ a real vector of core-field integrals and $a$ a real coupling. Then $G-a\,ff^{T}$ is positive semidefinite if and only if $a\langle f,G^{-1}f\rangle\le1$. Beyond this threshold no real matrix $B$ satisfies $BB^{T}=G-a\,ff^{T}$. Up to and including it, any factorization $G=LL^{T}$ can be turned into one of the corrected integrals with the same number of columns.

When Cholesky vectors reproduce such a positive definite $G$ exactly, this tells when a core polarization term with one field component, in a finite real orbital basis, can be absorbed into those vectors. A truncated decomposition with fewer vectors than orbital pairs gives a singular matrix $LL^{T}$ and is not covered.

## The integrals and the core field

```lean
import Mathlib

open Matrix

namespace CorePolarizationCholesky

noncomputable section

variable {n m k : Type*} [Fintype n] [Fintype m] [Fintype k]
```

The three finite index types are `n` for orbital pairs, `m` for Cholesky vectors and `k` for components of the core field. A `Matrix n k ℝ` is a real matrix with rows labelled by `n` and columns by `k`.

```lean
/-- Two-electron integrals `G` over orbital pairs, corrected by core polarization with coupling
`a`; each column of `F` holds the integrals of one component of the core field. -/
def correctedIntegrals (G : Matrix n n ℝ) (a : ℝ) (F : Matrix n k ℝ) : Matrix n n ℝ :=
  G - a • (F * Fᵀ)
```

This is $G-a\,FF^{T}$; the sign `•` multiplies by a number. A polarizable core in the field of the valence electrons gains the energy $-\tfrac12\alpha|\text{field}|^2$, where $\alpha$ is its dipole polarizability. The cross term between electrons 1 and 2 is $-\alpha$ times the scalar product of their fields at the core, so $a$ stands for $\alpha$. One core gives three columns, one per Cartesian direction. The one-electron part of the polarization energy does not enter this matrix.

```lean
/-- The response `⟨v, G⁻¹ v⟩` of a field vector `v`, for an invertible integral matrix `G`. -/
def response [DecidableEq n] (G : Matrix n n ℝ) (v : n → ℝ) : ℝ :=
  v ⬝ᵥ (G⁻¹ *ᵥ v)
```

The response is $R(v)=\langle v,G^{-1}v\rangle$. In Lean, `⬝ᵥ` is the scalar product of two vectors and `*ᵥ` applies a matrix to a vector.

```lean
/-- A real matrix moves to the other side of a scalar product as its transpose. -/
theorem dotProduct_mulVec_eq (F : Matrix n k ℝ) (x : n → ℝ) (y : k → ℝ) :
    x ⬝ᵥ (F *ᵥ y) = (Fᵀ *ᵥ x) ⬝ᵥ y := by
  rw [Matrix.dotProduct_mulVec, Matrix.mulVec_transpose]
```

This is $\langle x,Fy\rangle=\langle F^{T}x,y\rangle$, the step that moves a matrix across a scalar product.

```lean
/-- A positive definite integral matrix undoes its inverse on every vector. -/
theorem mulVec_inv_mulVec [DecidableEq n] {G : Matrix n n ℝ} (hG : G.PosDef) (v : n → ℝ) :
    G *ᵥ (G⁻¹ *ᵥ v) = v := by
  rw [Matrix.mulVec_mulVec, Matrix.mul_nonsing_inv _ hG.det_pos.ne'.isUnit, Matrix.one_mulVec]
```

The argument `hG : G.PosDef` is the hypothesis that $G$ is symmetric and $\langle x,Gx\rangle>0$ for every $x\neq0$. Physically, the listed pair densities are linearly independent, so every nonzero combination of them has a positive Coulomb self-repulsion. For real orbitals each product must therefore be listed only once. The determinant is then positive, and $G(G^{-1}v)=v$.

```lean
/-- Core polarization lowers the repulsion of a pair density `x` by `a` times the squared
length of the field vector `Fᵀ x`. -/
theorem corrected_quadratic_form (G : Matrix n n ℝ) (a : ℝ) (F : Matrix n k ℝ) (x : n → ℝ) :
    x ⬝ᵥ (correctedIntegrals G a F *ᵥ x)
      = x ⬝ᵥ (G *ᵥ x) - a * ((Fᵀ *ᵥ x) ⬝ᵥ (Fᵀ *ᵥ x)) := by
  rw [correctedIntegrals, Matrix.sub_mulVec, Matrix.smul_mulVec, ← Matrix.mulVec_mulVec,
    dotProduct_sub, dotProduct_smul, dotProduct_mulVec_eq F, smul_eq_mul]
```

For a pair density with coefficients $x$,

$$\langle x,(G-aFF^{T})x\rangle=\langle x,Gx\rangle-a\langle F^{T}x,F^{T}x\rangle .$$

The proof expands the difference and uses $\langle x,FF^{T}x\rangle=\langle F^{T}x,F^{T}x\rangle$.

## The criterion for any number of field components

```lean
/-- For positive definite `G` and any number of field components, the corrected integrals are
positive semidefinite exactly when `a ⟨F y, G⁻¹ F y⟩ ≤ ⟨y, y⟩` for every combination `y` of
the components. -/
theorem corrected_posSemidef_iff [DecidableEq n] {G : Matrix n n ℝ} (hG : G.PosDef) (a : ℝ)
    (F : Matrix n k ℝ) :
    (correctedIntegrals G a F).PosSemidef ↔
      ∀ y : k → ℝ, a * response G (F *ᵥ y) ≤ y ⬝ᵥ y := by
  have hGt : Gᵀ = G := by
    rw [← Matrix.conjTranspose_eq_transpose_of_trivial]
    exact hG.isHermitian
  have hpos : ∀ x : n → ℝ, 0 ≤ x ⬝ᵥ (G *ᵥ x) := fun x => by
    simpa only [star_trivial] using hG.posSemidef.dotProduct_mulVec_nonneg x
  have hself : ∀ v : k → ℝ, 0 ≤ v ⬝ᵥ v := fun v =>
    Finset.sum_nonneg fun i _ => mul_self_nonneg (v i)
  constructor
  · intro h y
    -- test the corrected integrals on the density induced by the field `F y`
    obtain ⟨x, hx⟩ : ∃ x, x = G⁻¹ *ᵥ (F *ᵥ y) := ⟨_, rfl⟩
    have hGx : G *ᵥ x = F *ᵥ y := by rw [hx, mulVec_inv_mulVec hG]
    have h1 := h.dotProduct_mulVec_nonneg x
    have h2 := hpos x
    rw [star_trivial, corrected_quadratic_form, hGx, dotProduct_mulVec_eq F] at h1
    rw [hGx, dotProduct_mulVec_eq F] at h2
    have hr : response G (F *ᵥ y) = (Fᵀ *ᵥ x) ⬝ᵥ y := by
      rw [response, ← hx, dotProduct_comm, dotProduct_mulVec_eq F]
    rw [hr]
    rcases le_total 0 a with ha | ha
    · -- complete the square in the space of field components
      have h3 := hself (y - a • (Fᵀ *ᵥ x))
      simp only [sub_dotProduct, dotProduct_sub, smul_dotProduct, dotProduct_smul,
        smul_eq_mul] at h3
      rw [dotProduct_comm y (Fᵀ *ᵥ x)] at h3
      nlinarith [mul_nonneg ha h1]
    · exact (mul_nonpos_of_nonpos_of_nonneg ha h2).trans (hself y)
  · intro h
    rw [Matrix.posSemidef_iff_dotProduct_mulVec]
    refine ⟨?_, fun x => ?_⟩
    · rw [Matrix.IsHermitian, Matrix.conjTranspose_eq_transpose_of_trivial, correctedIntegrals,
        Matrix.transpose_sub, Matrix.transpose_smul, Matrix.transpose_mul,
        Matrix.transpose_transpose, hGt]
    rw [star_trivial, corrected_quadratic_form]
    have hy := h (Fᵀ *ᵥ x)
    obtain ⟨p, hp⟩ : ∃ p, p = G⁻¹ *ᵥ (F *ᵥ (Fᵀ *ᵥ x)) := ⟨_, rfl⟩
    have hGp : G *ᵥ p = F *ᵥ (Fᵀ *ᵥ x) := by rw [hp, mulVec_inv_mulVec hG]
    rw [response, ← hp, dotProduct_comm] at hy
    rcases le_total 0 a with ha | ha
    · -- complete the square in the metric of the two-electron integrals
      have h3 := hpos (x - a • p)
      have hsymm : p ⬝ᵥ (G *ᵥ x) = x ⬝ᵥ (G *ᵥ p) := by
        rw [dotProduct_mulVec_eq G p x, hGt, dotProduct_comm]
      simp only [Matrix.mulVec_sub, Matrix.mulVec_smul, sub_dotProduct, dotProduct_sub,
        smul_dotProduct, dotProduct_smul, smul_eq_mul] at h3
      rw [hsymm, hGp, dotProduct_mulVec_eq F x] at h3
      nlinarith [mul_le_mul_of_nonneg_left hy ha]
    · linarith [hpos x, mul_nonpos_of_nonpos_of_nonneg ha (hself (Fᵀ *ᵥ x))]
```

The statement reads: $G-aFF^{T}$ is positive semidefinite if and only if $a\,R(Fy)\le\langle y,y\rangle$ for all $y$. It holds for either sign of $a$, although the static polarizability of a core in its ground state is nonnegative.

**From positivity to the bound.** Take $x=G^{-1}Fy$ and $s=F^{T}x$. Then $\langle x,Gx\rangle=\langle x,Fy\rangle=\langle s,y\rangle=R(Fy)$. Positivity of the corrected form at $x$ gives $R(Fy)-a\langle s,s\rangle\ge0$, which is `h1`. For $a\ge0$, multiply this by $a$ and use it in

$$0\le\langle y-as,\,y-as\rangle=\langle y,y\rangle-2a\,R(Fy)+a^2\langle s,s\rangle\le\langle y,y\rangle-a\,R(Fy).$$

The square is `h3`, and `nlinarith` combines the two inequalities. For $a\le0$ the bound is immediate, because $R(Fy)=\langle x,Gx\rangle\ge0$.

**From the bound to positivity.** In Lean, `PosSemidef` includes symmetry, which is checked first. Now fix any $x$ and put $y=F^{T}x$ and $p=G^{-1}Fy$. Then $\langle x,Gp\rangle=\langle x,Fy\rangle=\langle y,y\rangle$ and $\langle p,Gp\rangle=R(Fy)$. For $a\ge0$ the assumed bound, multiplied by $a$, gives

$$0\le\langle x-ap,\,G(x-ap)\rangle=\langle x,Gx\rangle-2a\langle y,y\rangle+a^2R(Fy)\le\langle x,Gx\rangle-a\langle y,y\rangle.$$

The right-hand side is the corrected quadratic form at $x$. For $a\le0$ that form is a sum of two nonnegative terms.

## One field component

```lean
/-- For positive definite `G` and a single core field `f`, the matrix `G - a f fᵀ` is positive
semidefinite exactly when `a ⟨f, G⁻¹ f⟩ ≤ 1`. -/
theorem single_field_threshold [DecidableEq n] {G : Matrix n n ℝ} (hG : G.PosDef) (a : ℝ)
    (f : n → ℝ) :
    (G - a • vecMulVec f f).PosSemidef ↔ a * response G f ≤ 1 := by
  have key := corrected_posSemidef_iff hG a (Matrix.of fun i (_ : Unit) => f i)
  have e : correctedIntegrals G a (Matrix.of fun i (_ : Unit) => f i)
      = G - a • vecMulVec f f := by
    ext i j
    simp [correctedIntegrals, Matrix.mul_apply, Matrix.vecMulVec_apply]
  have hm : ∀ y : Unit → ℝ, (Matrix.of fun i (_ : Unit) => f i) *ᵥ y = y () • f := by
    intro y
    ext i
    simp [Matrix.mulVec, dotProduct, mul_comm]
  rw [e] at key
  rw [key]
  constructor
  · intro h
    have h1 := h (fun _ => 1)
    rw [hm] at h1
    simpa [dotProduct] using h1
  · intro h y
    have hy : y ⬝ᵥ y = y () * y () := by simp [dotProduct]
    have hr : response G (y () • f) = y () * y () * response G f := by
      simp only [response, Matrix.mulVec_smul, smul_dotProduct, dotProduct_smul, smul_eq_mul]
      ring
    rw [hm, hy, hr]
    nlinarith [mul_le_mul_of_nonneg_left h (mul_self_nonneg (y ()))]
```

Here `vecMulVec f f` is the outer product $ff^{T}$, with entries $f_if_j$. The proof applies the general criterion to a matrix with a single column $f$, whose column index is the one-element type `Unit`. A vector $y$ over `Unit` is just a number $t$, so the criterion becomes $a\,t^2R(f)\le t^2$ for all $t$. Setting $t=1$ gives $a\,R(f)\le1$; multiplying that by $t^2\ge0$ gives the criterion back.

```lean
/-- For positive definite `G`, the corrected integrals map the density `G⁻¹ f` to the field `f`
scaled by `1 - a ⟨f, G⁻¹ f⟩`. -/
theorem corrected_mulVec_induced [DecidableEq n] {G : Matrix n n ℝ} (hG : G.PosDef) (a : ℝ)
    (f : n → ℝ) :
    (G - a • vecMulVec f f) *ᵥ (G⁻¹ *ᵥ f) = (1 - a * response G f) • f := by
  have h : vecMulVec f f *ᵥ (G⁻¹ *ᵥ f) = response G f • f := by
    rw [response]
    generalize G⁻¹ *ᵥ f = w
    ext i
    simp only [Matrix.mulVec, dotProduct, Matrix.vecMulVec_apply, Pi.smul_apply, smul_eq_mul,
      Finset.sum_mul]
    exact Finset.sum_congr rfl fun j _ => by ring
  rw [Matrix.sub_mulVec, Matrix.smul_mulVec, mulVec_inv_mulVec hG, h]
  module
```

By hand this is one line:

$$(G-a\,ff^{T})\,G^{-1}f=f-a\,f\,\langle f,G^{-1}f\rangle=(1-a\,R(f))\,f .$$

The identity shows where positivity fails. Taking the scalar product with $G^{-1}f$ gives $R(f)\,(1-a\,R(f))$, which is zero at the threshold $a\,R(f)=1$ and negative beyond it when $a>0$. The later proofs do not use this identity; it identifies the pair density $G^{-1}f$ as the one to look at.

```lean
/-- For positive definite `G` and `a ⟨f, G⁻¹ f⟩ > 1`, no real matrix `B`, triangular or not and
with any number of columns, satisfies `B Bᵀ = G - a f fᵀ`. -/
theorem no_cholesky_beyond_threshold [DecidableEq n] {G : Matrix n n ℝ} (hG : G.PosDef) {a : ℝ}
    {f : n → ℝ} (h : 1 < a * response G f) (B : Matrix n m ℝ) :
    B * Bᵀ ≠ G - a • vecMulVec f f := by
  intro hB
  have hpsd := Matrix.posSemidef_self_mul_conjTranspose B
  rw [Matrix.conjTranspose_eq_transpose_of_trivial, hB] at hpsd
  exact not_le_of_gt h ((single_field_threshold hG a f).1 hpsd)
```

Suppose $BB^{T}=G-a\,ff^{T}$. For every $x$ we have $\langle x,BB^{T}x\rangle=\langle B^{T}x,B^{T}x\rangle\ge0$, so the corrected matrix is positive semidefinite and $a\,R(f)\le1$. This contradicts the hypothesis `h`. Since `m` is an arbitrary finite type and $B$ need not be triangular, extra columns or another shape do not help.

## Updating the Cholesky vectors below the threshold

```lean
/-- Rank-one downdate of the Cholesky vectors `L` along `u`, meant for `a ⟨u, u⟩ ≤ 1`. -/
def downdate [DecidableEq m] (L : Matrix n m ℝ) (a : ℝ) (u : m → ℝ) : Matrix n m ℝ :=
  L * (1 - (a / (1 + √(1 - a * (u ⬝ᵥ u)))) • vecMulVec u u)
```

The columns of $L$ are the Cholesky vectors. The new matrix is

$$L\,(1-c\,uu^{T}),\qquad c=\frac{a}{1+\sqrt{1-a\langle u,u\rangle}} .$$

Lean's real square root returns zero for negative arguments, so the definition makes sense for every $a$, but the next theorem assumes $a\langle u,u\rangle\le1$.

```lean
omit [Fintype n] in
/-- If `a ⟨u, u⟩ ≤ 1`, the downdated Cholesky vectors reproduce `L Lᵀ` minus `a` times the
outer product of the field `L u` with itself. -/
theorem downdate_mul_transpose [DecidableEq m] (L : Matrix n m ℝ) {a : ℝ} {u : m → ℝ}
    (h : a * (u ⬝ᵥ u) ≤ 1) :
    downdate L a u * (downdate L a u)ᵀ = L * Lᵀ - a • vecMulVec (L *ᵥ u) (L *ᵥ u) := by
  -- the coefficient `c` solves `2 c - c² ⟨u, u⟩ = a`
  obtain ⟨c, hcd, hc⟩ : ∃ c, a / (1 + √(1 - a * (u ⬝ᵥ u))) = c ∧
      2 * c - c ^ 2 * (u ⬝ᵥ u) = a := by
    refine ⟨_, rfl, ?_⟩
    have hr2 := Real.sq_sqrt (sub_nonneg.2 h)
    have hr0 := Real.sqrt_nonneg (1 - a * (u ⬝ᵥ u))
    generalize √(1 - a * (u ⬝ᵥ u)) = r at hr2 hr0 ⊢
    have hne : 1 + r ≠ 0 := by positivity
    have hcr : a / (1 + r) * (1 + r) = a := div_mul_cancel₀ a hne
    generalize a / (1 + r) = c at hcr ⊢
    have hcs : c * (u ⬝ᵥ u) = 1 - r :=
      mul_right_cancel₀ hne (by linear_combination (u ⬝ᵥ u) * hcr + hr2)
    linear_combination hcr - c * hcs
  have hPt : (vecMulVec u u)ᵀ = vecMulVec u u := by
    ext i j
    simp only [Matrix.transpose_apply, Matrix.vecMulVec_apply, mul_comm]
  have hP2 : vecMulVec u u * vecMulVec u u = (u ⬝ᵥ u) • vecMulVec u u := by
    ext i j
    simp only [Matrix.mul_apply, Matrix.vecMulVec_apply, Matrix.smul_apply, smul_eq_mul,
      dotProduct, Finset.sum_mul]
    exact Finset.sum_congr rfl fun l _ => by ring
  have hLP : L * vecMulVec u u * Lᵀ = vecMulVec (L *ᵥ u) (L *ᵥ u) := by
    rw [Matrix.mul_vecMulVec, Matrix.vecMulVec_mul, Matrix.vecMul_transpose]
  have hQ : (1 - c • vecMulVec u u) * (1 - c • vecMulVec u u) = 1 - a • vecMulVec u u := by
    simp only [sub_mul, mul_sub, one_mul, mul_one, smul_mul_assoc, mul_smul_comm, hP2]
    rw [← hc]
    module
  rw [downdate, hcd, Matrix.transpose_mul, Matrix.transpose_sub, Matrix.transpose_one,
    Matrix.transpose_smul, hPt, Matrix.mul_assoc, ← Matrix.mul_assoc (1 - c • vecMulVec u u),
    hQ, ← Matrix.mul_assoc, Matrix.mul_sub, Matrix.sub_mul, Matrix.mul_one, Matrix.mul_smul,
    Matrix.smul_mul, hLP]
```

Write $\sigma=\langle u,u\rangle$ and $r=\sqrt{1-a\sigma}$, so that $c(1+r)=a$. Then

$$c\sigma(1+r)=a\sigma=1-r^2=(1-r)(1+r),$$

and dividing by $1+r>0$ gives $c\sigma=1-r$, which is `hcs`. Therefore

$$2c-c^2\sigma=2c-c(1-r)=c(1+r)=a .$$

Because $(uu^{T})^2=\sigma\,uu^{T}$, which is `hP2`, it follows that

$$(1-c\,uu^{T})^2=1-(2c-c^2\sigma)\,uu^{T}=1-a\,uu^{T}.$$

This is `hQ`. Multiplying by $L$ on the left and $L^{T}$ on the right gives $LL^{T}-a\,(Lu)(Lu)^{T}$, as stated. In the file, `linear_combination` verifies the scalar identities and `module` collects the multiples of $uu^{T}$.

```lean
/-- If the positive definite `G` is given by Cholesky vectors, `G = L Lᵀ`, then `G - a f fᵀ` can
be written with the same number of vectors exactly when `a ⟨f, G⁻¹ f⟩ ≤ 1`. -/
theorem factorizable_iff [DecidableEq n] {G : Matrix n n ℝ} (hG : G.PosDef)
    {L : Matrix n m ℝ} (hL : L * Lᵀ = G) (a : ℝ) (f : n → ℝ) :
    (∃ B : Matrix n m ℝ, B * Bᵀ = G - a • vecMulVec f f) ↔ a * response G f ≤ 1 := by
  classical
  constructor
  · rintro ⟨B, hB⟩
    by_contra h
    exact no_cholesky_beyond_threshold hG (not_le.1 h) B hB
  · intro h
    -- `u` represents the field in the space of Cholesky vectors
    obtain ⟨u, hu⟩ : ∃ u, u = Lᵀ *ᵥ (G⁻¹ *ᵥ f) := ⟨_, rfl⟩
    have hLu : L *ᵥ u = f := by
      rw [hu, Matrix.mulVec_mulVec, hL, mulVec_inv_mulVec hG]
    have huu : u ⬝ᵥ u = response G f := by
      calc u ⬝ᵥ u = (Lᵀ *ᵥ (G⁻¹ *ᵥ f)) ⬝ᵥ u := by rw [← hu]
        _ = (G⁻¹ *ᵥ f) ⬝ᵥ (L *ᵥ u) := (dotProduct_mulVec_eq L _ u).symm
        _ = response G f := by rw [hLu, dotProduct_comm, response]
    refine ⟨downdate L a u, ?_⟩
    rw [downdate_mul_transpose L (by rw [huu]; exact h), hL, hLu]

end

end CorePolarizationCholesky
```

The hypothesis `hL` supplies a factorization $G=LL^{T}$, with $L$ possibly rectangular. The symbol `∃ B` says that some $B$ of the same shape as $L$ exists, and the theorem makes this equivalent to $a\,R(f)\le1$.

If $B$ exists, the threshold must hold by the earlier exclusion. For the converse, set $u=L^{T}G^{-1}f$. Then

$$Lu=LL^{T}G^{-1}f=f,\qquad \langle u,u\rangle=\langle G^{-1}f,Lu\rangle=\langle G^{-1}f,f\rangle=R(f).$$

These are `hLu` and `huu`. The assumption is thus $a\langle u,u\rangle\le1$, and the downdated vectors reproduce $G-a\,ff^{T}$. They need not form a triangular matrix, even if $L$ is triangular. The equivalence concerns a single field $f$; for several components the file gives the positivity criterion but no updated vectors.

```lean
#print axioms CorePolarizationCholesky.corrected_posSemidef_iff
#print axioms CorePolarizationCholesky.corrected_mulVec_induced
#print axioms CorePolarizationCholesky.factorizable_iff
```

```
'CorePolarizationCholesky.corrected_posSemidef_iff' depends on axioms: [propext, Classical.choice, Quot.sound]
'CorePolarizationCholesky.corrected_mulVec_induced' depends on axioms: [propext, Classical.choice, Quot.sound]
'CorePolarizationCholesky.factorizable_iff' depends on axioms: [propext, Classical.choice, Quot.sound]
```
